# Mixed position and momentum derivatives of a monomial vanish when their order exceeds its degree

The observables here are polynomials with complex coefficients in one position q and one momentum p. The theorem `mixedDeriv_monomial` states that differentiating c qᵐ pⁿ `a` times in q and `b` times in p gives zero whenever m + n < a + b, for any complex c. The proof is by induction on `b`, with an induction on `a` inside the case `b = 0`. Each step takes one derivative of the monomial: if the relevant exponent is zero the result vanishes, and otherwise that exponent drops by one and the induction hypothesis applies.

The failing Lean file:

```lean
import Mathlib

open MvPolynomial Filter Topology

namespace MoyalLeadingCorrection

noncomputable section

/-- Polynomial observables on phase space, with `X 0` the position q and `X 1` the momentum p. -/
abbrev Obs := MvPolynomial (Fin 2) ℂ

/-- The derivative with respect to position. -/
def dq : Module.End ℂ Obs := (pderiv (0 : Fin 2)).toLinearMap

/-- The derivative with respect to momentum. -/
def dp : Module.End ℂ Obs := (pderiv (1 : Fin 2)).toLinearMap

/-- The mixed derivative of `f`, taken `a` times in q and `b` times in p. -/
def mixedDeriv (a b : ℕ) (f : Obs) : Obs := (dq ^ a) ((dp ^ b) f)

/-- A mixed derivative of a monomial vanishes when its order exceeds the degree. -/
theorem mixedDeriv_monomial (a b : ℕ) : ∀ (s : Fin 2 →₀ ℕ) (c : ℂ),
    s 0 + s 1 < a + b → mixedDeriv a b (monomial s c) = 0 := by
  induction b with
  | zero =>
    induction a with
    | zero => intro s c h; omega
    | succ a ih =>
      intro s c h
      have hd : dq (monomial s c) = monomial (s - Finsupp.single 0 1) (c * (s 0 : ℂ)) :=
        pderiv_monomial
      rw [mixedDeriv, pow_succ, Module.End.mul_apply, pow_zero, Module.End.one_apply, hd]
      by_cases h0 : s 0 = 0
      · simp [h0]
      · have e0 : (s - Finsupp.single 0 1) 0 = s 0 - 1 := by simp
        have e1 : (s - Finsupp.single 0 1) 1 = s 1 := by simp
        exact ih (s - Finsupp.single 0 1) (c * (s 0 : ℂ)) (by omega)
  | succ b ih =>
    intro s c h
    have hd : dp (monomial s c) = monomial (s - Finsupp.single 1 1) (c * (s 1 : ℂ)) :=
      pderiv_monomial
    rw [mixedDeriv, pow_succ, Module.End.mul_apply, hd]
    by_cases h1 : s 1 = 0
    · simp [h1]
    · have e0 : (s - Finsupp.single 1 1) 0 = s 0 := by simp
      have e1 : (s - Finsupp.single 1 1) 1 = s 1 - 1 := by simp
      exact ih (s - Finsupp.single 1 1) (c * (s 1 : ℂ)) (by omega)

end

end MoyalLeadingCorrection
```

The compiler's answer:

```
Main.lean:35:18: error: Function expected at
  s - fun₀ | 0 => 1
but this term has type
  ?m.167

Note: Expected a function because this term is being applied to the argument
  0
Main.lean:35:58: error: unsolved goals
a : ℕ
ih : ∀ (s : Fin 2 →₀ ℕ) (c : ℂ), s 0 + s 1 < a + 0 → mixedDeriv a 0 ((monomial s) c) = 0
s : Fin 2 →₀ ℕ
c : ℂ
h : s 0 + s 1 < a + 1 + 0
hd : dq ((monomial s) c) = (monomial (s - fun₀ | 0 => 1)) (c * ↑(s 0))
h0 : ¬s 0 = 0
⊢ sorry () = s 0 - 1
Main.lean:36:18: error: Function expected at
  s - fun₀ | 0 => 1
but this term has type
  ?m.191

Note: Expected a function because this term is being applied to the argument
  1
Main.lean:36:54: error: unsolved goals
a : ℕ
ih : ∀ (s : Fin 2 →₀ ℕ) (c : ℂ), s 0 + s 1 < a + 0 → mixedDeriv a 0 ((monomial s) c) = 0
s : Fin 2 →₀ ℕ
c : ℂ
h : s 0 + s 1 < a + 1 + 0
hd : dq ((monomial s) c) = (monomial (s - fun₀ | 0 => 1)) (c * ↑(s 0))
h0 : ¬s 0 = 0
e0 : sorry = s 0 - 1
⊢ sorry () = s 1
Main.lean:45:16: error: Function expected at
  s - fun₀ | 1 => 1
but this term has type
  ?m.321

Note: Expected a function because this term is being applied to the argument
  0
Main.lean:45:52: error: unsolved goals
a b : ℕ
ih : ∀ (s : Fin 2 →₀ ℕ) (c : ℂ), s 0 + s 1 < a + b → mixedDeriv a b ((monomial s) c) = 0
s : Fin 2 →₀ ℕ
c : ℂ
h : s 0 + s 1 < a + (b + 1)
hd : dp ((monomial s) c) = (monomial (s - fun₀ | 1 => 1)) (c * ↑(s 1))
h1 : ¬s 1 = 0
⊢ sorry () = s 0
Main.lean:46:16: error: Function expected at
  s - fun₀ | 1 => 1
but this term has type
  ?m.351

Note: Expected a function because this term is being applied to the argument
  1
Main.lean:46:56: error: unsolved goals
a b : ℕ
ih : ∀ (s : Fin 2 →₀ ℕ) (c : ℂ), s 0 + s 1 < a + b → mixedDeriv a b ((monomial s) c) = 0
s : Fin 2 →₀ ℕ
c : ℂ
h : s 0 + s 1 < a + (b + 1)
hd : dp ((monomial s) c) = (monomial (s - fun₀ | 1 => 1)) (c * ↑(s 1))
h1 : ¬s 1 = 0
e0 : sorry = s 0
⊢ sorry () = s 1 - 1
```

Lean accepts the file once it reads:

```diff
@@ -33,6 +33,6 @@
       by_cases h0 : s 0 = 0
       · simp [h0]
-      · have e0 : (s - Finsupp.single 0 1) 0 = s 0 - 1 := by simp
-        have e1 : (s - Finsupp.single 0 1) 1 = s 1 := by simp
+      · have e0 : (s - Finsupp.single 0 1 : Fin 2 →₀ ℕ) 0 = s 0 - 1 := by simp
+        have e1 : (s - Finsupp.single 0 1 : Fin 2 →₀ ℕ) 1 = s 1 := by simp
         exact ih (s - Finsupp.single 0 1) (c * (s 0 : ℂ)) (by omega)
   | succ b ih =>
@@ -43,6 +43,6 @@
     by_cases h1 : s 1 = 0
     · simp [h1]
-    · have e0 : (s - Finsupp.single 1 1) 0 = s 0 := by simp
-      have e1 : (s - Finsupp.single 1 1) 1 = s 1 - 1 := by simp
+    · have e0 : (s - Finsupp.single 1 1 : Fin 2 →₀ ℕ) 0 = s 0 := by simp
+      have e1 : (s - Finsupp.single 1 1 : Fin 2 →₀ ℕ) 1 = s 1 - 1 := by simp
       exact ih (s - Finsupp.single 1 1) (c * (s 1 : ℂ)) (by omega)
 
```

Cause. The four "Function expected" errors have one cause. In `(s - Finsupp.single 0 1) 0` and its variants, the difference is applied to an index, so Lean must know its type in order to treat it as a function. Nothing around the difference supplies that type, and it is still an unknown such as `?m.167` when the application is elaborated. The same difference is accepted in `hd`, where `monomial` expects an exponent of a known type.

The four "unsolved goals" errors follow from these. Lean has put `sorry` in place of each left-hand side it could not elaborate, which leaves `simp` with goals such as `sorry () = s 0 - 1` that it cannot close.

The repair adds the ascription `: Fin 2 →₀ ℕ` to the difference in all four equations. With the type fixed, Lean can apply the difference to an index, and the unchanged `simp` calls prove the equations.
